# In any state of finitely many fermionic modes, the two-particle trace is N(N−1) plus the number variance

Take one fermionic mode, occupied with probability $p$. Two annihilations give zero, so the two-particle density matrix has trace $0$. The mean number is $N=p$, so $N(N-1)=-p(1-p)$, and the number variance $p(1-p)$ makes up exactly the difference.

I believe this holds for any finite set of modes with annihilators $a_i$ and any state $w$:

$$\sum_{ij} w(a_i^*a_j^*a_ja_i)=N(N-1)+\mathrm{Var},\qquad N=w(\hat N),\quad \hat N=\sum_i a_i^*a_i,$$

with $\mathrm{Var}=w((\hat N-N)^2)$. The trace would then be at least $N(N-1)$, with equality only for a sharp particle number. Can this be made rigorous and checked in Lean?

## Answer: the trace is the expectation of $\hat N(\hat N-1)$

The anticommutation relations are $a_ia_j^*+a_j^*a_i=\delta_{ij}$ and $a_ia_j+a_ja_i=0$. They give

$$a_k^*a_ka_j=-a_k^*a_ja_k=a_ja_k^*a_k-\delta_{jk}a_k,$$

and summing over $k$ yields $\hat N a_j=a_j(\hat N-1)$. With $\Gamma_{ij,kl}=w(a_i^*a_j^*a_la_k)$, contraction over one pair of indices gives

$$\sum_k\Gamma_{ik,jk}=w(a_i^*\hat N a_j)=w(a_i^*a_j(\hat N-1)).$$

Setting $i=j$ and summing, $\operatorname{tr}\Gamma=w(\hat N^2)-N$. Since $w(1)=1$, $\mathrm{Var}=w(\hat N^2)-2N^2+N^2=w(\hat N^2)-N^2$. Eliminating $w(\hat N^2)$ proves the identity.

Positivity makes $N=\sum_i w(a_i^*a_i)$ real and nonnegative. Hence $y=\hat N-N$ is self-adjoint and $\mathrm{Var}=w(y^*y)\ge0$, which gives the bound and its equality case.

### What zero variance says about the state

Suppose $w(y^*y)=0$. For any operator $x$ and complex $t$, positivity on $x^*+ty$ gives

$$0\le w(xx^*)+t\,w(xy)+\bar t\,w(y^*x^*).$$

Replace $t$ by $st$ with $s$ real: a real affine function of $s$ that is never negative has zero slope, so $t\,w(xy)+\bar t\,w(y^*x^*)=0$. Taking $t=1$ and $t=i$ gives $w(xy)=0$.

Thus $\mathrm{Var}=0$ implies $w(x\hat N)=N\,w(x)$ for all $x$; conversely, $x=\hat N-N$ recovers $\mathrm{Var}=0$. Choosing $x=a_i^*a_j$ gives $\sum_k\Gamma_{ik,jk}=(N-1)\gamma_{ij}$, where $\gamma_{ij}=w(a_i^*a_j)$. Conversely, tracing this relation gives $\operatorname{tr}\Gamma=N(N-1)$, so the variance vanishes.

### A pair state with numbers

For $0.6\,|00\rangle+0.8\,|11\rangle$, the number is $0$ with probability $0.36$ and $2$ with probability $0.64$. So $N=1.28$, $\mathrm{Var}=4(0.36)(0.64)=0.9216$ and $N(N-1)=0.3584$. Their sum, $0.3584+0.9216=1.28$, is the trace: two ordered pairs with probability $0.64$.

### How the Lean statement describes the state

`A` is a complex star-algebra, `ι` a finite set of modes, and `IsCAR a` the anticommutation relations. The state is a linear functional `w`, pure or mixed. `IsPositive w` says that `w (star x * x)` is real and nonnegative, which is what `0 ≤` means in the order on ℂ used here; `w 1 = 1` is normalisation.

`twoRDMTrace_main` collects the identity, bound and equality case. The identity alone, `twoRDMTrace_eq_add_variance`, needs no positivity. The trace runs over ordered pairs, hence $N(N-1)$ without a factor $\tfrac12$. Infinitely many modes are not covered, nor is the question of which matrices $\Gamma$ come from a state.

```lean
import Mathlib

open scoped ComplexOrder

namespace TwoRDMTrace

noncomputable section

variable {A : Type*} [Ring A] [StarRing A] {ι : Type*}

/-- Canonical anticommutation relations for annihilation operators `a i`, whose adjoints
`star (a i)` are the creation operators. -/
structure IsCAR [DecidableEq ι] (a : ι → A) : Prop where
  mixed : ∀ i j, a i * star (a j) + star (a j) * a i = if i = j then 1 else 0
  ann : ∀ i j, a i * a j + a j * a i = 0

/-- The number operator `∑ᵢ aᵢ* aᵢ`. -/
def numberOp [Fintype ι] (a : ι → A) : A := ∑ i, star (a i) * a i

/-- Moving the number operator through an annihilation operator lowers it by one:
`Nop aⱼ = aⱼ (Nop - 1)`. -/
theorem numberOp_mul_ann [Fintype ι] [DecidableEq ι] {a : ι → A} (h : IsCAR a) (j : ι) :
    numberOp a * a j = a j * (numberOp a - 1) := by
  -- mode by mode: nₖ aⱼ = aⱼ nₖ - δⱼₖ aₖ
  have hk : ∀ k, star (a k) * a k * a j
      = a j * (star (a k) * a k) - (if j = k then 1 else 0) * a k := by
    intro k
    rw [← h.mixed j k]
    have h2 : a j * a k = -(a k * a j) := eq_neg_of_add_eq_zero_left (h.ann j k)
    calc star (a k) * a k * a j = -(star (a k) * (a j * a k)) := by
          rw [h2]; noncomm_ring
      _ = a j * (star (a k) * a k) - (a j * star (a k) + star (a k) * a j) * a k := by
          noncomm_ring
  have hs : ∑ k, (if j = k then (1 : A) else 0) * a k = a j := by simp [ite_mul]
  calc numberOp a * a j = ∑ k, star (a k) * a k * a j := by rw [numberOp, Finset.sum_mul]
    _ = ∑ k, (a j * (star (a k) * a k) - (if j = k then 1 else 0) * a k) :=
        Finset.sum_congr rfl fun k _ => hk k
    _ = a j * (numberOp a - 1) := by
        rw [Finset.sum_sub_distrib, hs, ← Finset.mul_sum, numberOp, mul_sub, mul_one]

variable [Algebra ℂ A]

/-- A linear functional is positive if `w (x* x)` is real and nonnegative for every `x`. -/
def IsPositive (w : A →ₗ[ℂ] ℂ) : Prop := ∀ x : A, 0 ≤ w (star x * x)

/-- The one-particle density matrix `γᵢⱼ = w (aᵢ* aⱼ)`. -/
def oneRDM (w : A →ₗ[ℂ] ℂ) (a : ι → A) (i j : ι) : ℂ := w (star (a i) * a j)

/-- The two-particle density matrix `Γ_{ij,kl} = w (aᵢ* aⱼ* aₗ aₖ)`. -/
def twoRDM (w : A →ₗ[ℂ] ℂ) (a : ι → A) (i j k l : ι) : ℂ :=
  w (star (a i) * star (a j) * a l * a k)

variable [Fintype ι]

/-- The trace `∑ᵢⱼ Γ_{ij,ij} = ∑ᵢⱼ w (aᵢ* aⱼ* aⱼ aᵢ)` of the two-particle density matrix. -/
def twoRDMTrace (w : A →ₗ[ℂ] ℂ) (a : ι → A) : ℂ := ∑ i, ∑ j, twoRDM w a i j i j

/-- The mean particle number `N = w (Nop)`. -/
def meanNumber (w : A →ₗ[ℂ] ℂ) (a : ι → A) : ℂ := w (numberOp a)

/-- The number fluctuation operator `Nop - N`. -/
def numberFluct (w : A →ₗ[ℂ] ℂ) (a : ι → A) : A := numberOp a - meanNumber w a • (1 : A)

/-- The number variance `w ((Nop - N)²)`. -/
def numberVariance (w : A →ₗ[ℂ] ℂ) (a : ι → A) : ℂ := w (numberFluct w a ^ 2)

/-- Contraction over one pair of indices: `∑ₖ Γ_{ik,jk} = w (aᵢ* aⱼ (Nop - 1))`. -/
theorem twoRDM_contraction [DecidableEq ι] {a : ι → A} (h : IsCAR a) (w : A →ₗ[ℂ] ℂ)
    (i j : ι) :
    ∑ k, twoRDM w a i k j k = w (star (a i) * a j * (numberOp a - 1)) := by
  have key : ∑ k, star (a i) * star (a k) * a k * a j
      = star (a i) * a j * (numberOp a - 1) := by
    calc ∑ k, star (a i) * star (a k) * a k * a j = star (a i) * (numberOp a * a j) := by
          rw [numberOp, Finset.sum_mul, Finset.mul_sum]
          exact Finset.sum_congr rfl fun k _ => by simp only [mul_assoc]
      _ = star (a i) * a j * (numberOp a - 1) := by rw [numberOp_mul_ann h, mul_assoc]
  rw [← key, map_sum]
  rfl

/-- The trace of the two-particle density matrix is `w (Nop (Nop - 1))`. -/
theorem twoRDMTrace_eq_expect [DecidableEq ι] {a : ι → A} (h : IsCAR a) (w : A →ₗ[ℂ] ℂ) :
    twoRDMTrace w a = w (numberOp a * (numberOp a - 1)) := by
  have hx : ∀ x : A, numberOp a * x = ∑ i, star (a i) * a i * x := fun x => by
    rw [numberOp, Finset.sum_mul]
  unfold twoRDMTrace
  rw [hx, map_sum]
  exact Finset.sum_congr rfl fun i _ => twoRDM_contraction h w i i

/-- For a normalised functional the trace of the two-particle density matrix equals
`N (N - 1)` plus the number variance. -/
theorem twoRDMTrace_eq_add_variance [DecidableEq ι] {a : ι → A} (h : IsCAR a)
    (w : A →ₗ[ℂ] ℂ) (hw1 : w 1 = 1) :
    twoRDMTrace w a = meanNumber w a * (meanNumber w a - 1) + numberVariance w a := by
  have e : ∀ (X : A) (c : ℂ),
      (X - c • (1 : A)) ^ 2 = X * X - (2 * c) • X + (c * c) • (1 : A) := by
    intro X c
    simp only [sq, sub_mul, mul_sub, mul_smul_comm, smul_mul_assoc, mul_one, one_mul]
    module
  unfold numberVariance numberFluct
  rw [twoRDMTrace_eq_expect h, e]
  simp only [mul_sub, mul_one, map_sub, map_add, map_smul, smul_eq_mul, hw1, meanNumber]
  ring

/-- For a positive functional the mean particle number is real and nonnegative. -/
theorem meanNumber_nonneg {w : A →ₗ[ℂ] ℂ} (hw : IsPositive w) (a : ι → A) :
    0 ≤ meanNumber w a := by
  rw [meanNumber, numberOp, map_sum]
  exact Finset.sum_nonneg fun i _ => hw (a i)

/-- For a positive functional the number fluctuation operator is self-adjoint. -/
theorem star_numberFluct [StarModule ℂ A] {w : A →ₗ[ℂ] ℂ} (hw : IsPositive w) (a : ι → A) :
    star (numberFluct w a) = numberFluct w a := by
  have hN : star (numberOp a) = numberOp a := by
    simp only [numberOp, star_sum, star_mul, star_star]
  have him : (meanNumber w a).im = 0 := by
    have h := (Complex.le_def.mp (meanNumber_nonneg hw a)).2
    simpa using h.symm
  have hc : star (meanNumber w a) = meanNumber w a := Complex.conj_eq_iff_im.mpr him
  rw [numberFluct, star_sub, star_smul, star_one, hN, hc]

/-- For CAR operators and a positive normalised functional, `N` and the number variance are real
and nonnegative and `tr Γ = N (N - 1) + variance`. The trace is at least `N (N - 1)`, with
equality exactly when the variance vanishes. -/
theorem twoRDMTrace_main [DecidableEq ι] [StarModule ℂ A] {a : ι → A} (h : IsCAR a)
    {w : A →ₗ[ℂ] ℂ} (hw : IsPositive w) (hw1 : w 1 = 1) :
    0 ≤ meanNumber w a ∧ 0 ≤ numberVariance w a ∧
      twoRDMTrace w a = meanNumber w a * (meanNumber w a - 1) + numberVariance w a ∧
      meanNumber w a * (meanNumber w a - 1) ≤ twoRDMTrace w a ∧
      (twoRDMTrace w a = meanNumber w a * (meanNumber w a - 1) ↔ numberVariance w a = 0) := by
  have hid := twoRDMTrace_eq_add_variance h w hw1
  -- the variance is w (y* y) with y the self-adjoint fluctuation operator
  have hv : 0 ≤ numberVariance w a := by
    have hp := hw (numberFluct w a)
    rw [star_numberFluct hw, ← sq] at hp
    exact hp
  refine ⟨meanNumber_nonneg hw a, hv, hid, ?_, ?_⟩
  · rw [hid]
    exact le_add_of_nonneg_right hv
  · constructor
    · intro ht
      linear_combination ht - hid
    · intro h0
      linear_combination hid + h0

/-- If a positive functional vanishes on `y* y`, it vanishes on `x y` for every `x`. -/
theorem expect_mul_eq_zero [StarModule ℂ A] {w : A →ₗ[ℂ] ℂ} (hw : IsPositive w) {y : A}
    (hy : w (star y * y) = 0) (x : A) : w (x * y) = 0 := by
  -- positivity on x* + t y, where the term quadratic in t drops out
  have key : ∀ t : ℂ,
      0 ≤ w (x * star x) + t * w (x * y) + star t * w (star y * star x) := by
    intro t
    have h := hw (star x + t • y)
    have e : star (star x + t • y) * (star x + t • y)
        = x * star x + t • (x * y) + star t • (star y * star x)
          + (star t * t) • (star y * y) := by
      simp only [star_add, star_star, star_smul, add_mul, mul_add, mul_smul_comm,
        smul_mul_assoc]
      module
    rw [e] at h
    simpa only [map_add, map_smul, smul_eq_mul, hy, mul_zero, add_zero] using h
  -- a nonnegative affine function on the real line has zero slope
  have lin : ∀ q b : ℝ, (∀ s : ℝ, 0 ≤ q + s * b) → b = 0 := by
    intro q b hb
    by_contra hne
    have h := hb (-(q + 1) / b)
    rw [div_mul_cancel₀ _ hne] at h
    linarith
  have aux : ∀ p c d : ℂ, (∀ t : ℂ, 0 ≤ p + t * c + star t * d) → c = 0 := by
    intro p c d H
    have H1 : ∀ t : ℂ, 0 ≤ p.re + t.re * (c.re + d.re) + t.im * (d.im - c.im) ∧
        0 = p.im + t.re * (c.im + d.im) + t.im * (c.re - d.re) := by
      intro t
      have h := Complex.le_def.mp (H t)
      have hre : (star t).re = t.re := Complex.conj_re t
      have him : (star t).im = -t.im := Complex.conj_im t
      simp only [Complex.add_re, Complex.add_im, Complex.mul_re, Complex.mul_im, hre, him,
        Complex.zero_re, Complex.zero_im] at h
      constructor
      · linarith [h.1]
      · linarith [h.2]
    have H2 : ∀ r s : ℝ, 0 ≤ p.re + r * (c.re + d.re) + s * (d.im - c.im) ∧
        0 = p.im + r * (c.im + d.im) + s * (c.re - d.re) := fun r s => H1 ⟨r, s⟩
    have h1 : c.re + d.re = 0 := lin p.re (c.re + d.re) fun r => by
      have h := (H2 r 0).1
      linarith
    have h2 : d.im - c.im = 0 := lin p.re (d.im - c.im) fun s => by
      have h := (H2 0 s).1
      linarith
    have h3 := (H2 0 0).2
    have h4 := (H2 1 0).2
    have h5 := (H2 0 1).2
    apply Complex.ext
    · rw [Complex.zero_re]
      linarith
    · rw [Complex.zero_im]
      linarith
  exact aux _ _ _ key

/-- For a positive functional the number variance vanishes exactly when
`w (x Nop) = N w (x)` for every operator `x`. -/
theorem variance_eq_zero_iff_sharp [StarModule ℂ A] {w : A →ₗ[ℂ] ℂ} (hw : IsPositive w)
    (a : ι → A) :
    numberVariance w a = 0 ↔ ∀ x : A, w (x * numberOp a) = meanNumber w a * w x := by
  have e : ∀ x : A, w (x * numberFluct w a) = w (x * numberOp a) - meanNumber w a * w x := by
    intro x
    simp only [numberFluct, mul_sub, mul_smul_comm, mul_one, map_sub, map_smul, smul_eq_mul]
  constructor
  · intro hv x
    have hy : w (star (numberFluct w a) * numberFluct w a) = 0 := by
      rw [star_numberFluct hw, ← sq]
      exact hv
    have h0 := expect_mul_eq_zero hw hy x
    rw [e] at h0
    exact sub_eq_zero.mp h0
  · intro H
    show w (numberFluct w a ^ 2) = 0
    rw [sq, e, H, sub_self]

/-- For CAR operators and a positive normalised functional, the number variance vanishes exactly
when `∑ₖ Γ_{ik,jk} = (N - 1) γᵢⱼ` for all `i, j`. -/
theorem variance_eq_zero_iff_contraction [DecidableEq ι] [StarModule ℂ A] {a : ι → A}
    (h : IsCAR a) {w : A →ₗ[ℂ] ℂ} (hw : IsPositive w) (hw1 : w 1 = 1) :
    numberVariance w a = 0 ↔
      ∀ i j, ∑ k, twoRDM w a i k j k = (meanNumber w a - 1) * oneRDM w a i j := by
  constructor
  · intro hv i j
    rw [twoRDM_contraction h, mul_sub, mul_one, map_sub,
      (variance_eq_zero_iff_sharp hw a).mp hv]
    unfold oneRDM
    ring
  · intro H
    -- take the remaining trace and compare with the trace identity
    have hm : meanNumber w a = ∑ i, oneRDM w a i i := by
      simp only [meanNumber, numberOp, oneRDM, map_sum]
    have ht : twoRDMTrace w a = (meanNumber w a - 1) * meanNumber w a := by
      calc twoRDMTrace w a = ∑ i, (meanNumber w a - 1) * oneRDM w a i i :=
            Finset.sum_congr rfl fun i _ => H i i
        _ = (meanNumber w a - 1) * meanNumber w a := by rw [← Finset.mul_sum, ← hm]
    linear_combination ht - twoRDMTrace_eq_add_variance h w hw1

/-- Jordan-Wigner annihilation matrices of two modes in the occupation basis
`|00⟩, |10⟩, |01⟩, |11⟩`. -/
def jwMode : Fin 2 → Matrix (Fin 4) (Fin 4) ℂ :=
  ![!![0, 1, 0, 0; 0, 0, 0, 0; 0, 0, 0, 1; 0, 0, 0, 0],
    !![0, 0, 1, 0; 0, 0, 0, -1; 0, 0, 0, 0; 0, 0, 0, 0]]

/-- The expectation value in the vector `u |00⟩ + v |11⟩` with real amplitudes. -/
def pairState (u v : ℝ) : Matrix (Fin 4) (Fin 4) ℂ →ₗ[ℂ] ℂ where
  toFun x := (u : ℂ) ^ 2 * x 0 0 + (u : ℂ) * (v : ℂ) * (x 0 3 + x 3 0) + (v : ℂ) ^ 2 * x 3 3
  map_add' := by
    intro x y
    simp only [Matrix.add_apply]
    ring
  map_smul' := by
    intro c x
    simp only [Matrix.smul_apply, smul_eq_mul, RingHom.id_apply]
    ring

set_option maxHeartbeats 400000 in
/-- The two Jordan-Wigner matrices satisfy the canonical anticommutation relations. -/
theorem isCAR_witness : IsCAR jwMode := by
  have h1 : ∀ i j, jwMode i * star (jwMode j) + star (jwMode j) * jwMode i
      = if i = j then 1 else 0 := by
    intro i j
    ext p q
    simp only [Matrix.add_apply, Matrix.mul_apply, Matrix.star_apply, Fin.sum_univ_four]
    fin_cases i <;> fin_cases j <;> fin_cases p <;> fin_cases q <;>
      simp [jwMode]
  have h2 : ∀ i j, jwMode i * jwMode j + jwMode j * jwMode i = 0 := by
    intro i j
    ext p q
    simp only [Matrix.add_apply, Matrix.mul_apply, Fin.sum_univ_four]
    fin_cases i <;> fin_cases j <;> fin_cases p <;> fin_cases q <;> simp [jwMode]
  exact ⟨h1, h2⟩

set_option maxHeartbeats 400000 in
/-- For `u² + v² = 1` the expectation value in `u |00⟩ + v |11⟩` is positive and normalised,
with `N = 2 v²`, number variance `4 u² v²` and two-particle trace `2 v²`. -/
theorem pairState_witness (u v : ℝ) (huv : u ^ 2 + v ^ 2 = 1) :
    IsPositive (pairState u v) ∧ pairState u v 1 = 1 ∧
      meanNumber (pairState u v) jwMode = 2 * (v : ℂ) ^ 2 ∧
      numberVariance (pairState u v) jwMode = 4 * (u : ℂ) ^ 2 * (v : ℂ) ^ 2 ∧
      twoRDMTrace (pairState u v) jwMode = 2 * (v : ℂ) ^ 2 := by
  have app : ∀ x : Matrix (Fin 4) (Fin 4) ℂ, pairState u v x
      = (u : ℂ) ^ 2 * x 0 0 + (u : ℂ) * (v : ℂ) * (x 0 3 + x 3 0) + (v : ℂ) ^ 2 * x 3 3 :=
    fun x => rfl
  have hc : (u : ℂ) ^ 2 + (v : ℂ) ^ 2 = 1 := by exact_mod_cast huv
  -- w (x* x) is the squared norm of x applied to the vector
  have hpos : ∀ x : Matrix (Fin 4) (Fin 4) ℂ, 0 ≤ pairState u v (star x * x) := by
    intro x
    have hs : ∀ z : ℂ, star z = starRingEnd ℂ z := fun _ => rfl
    have e : pairState u v (star x * x)
        = ((∑ k, Complex.normSq ((u : ℂ) * x k 0 + (v : ℂ) * x k 3) : ℝ) : ℂ) := by
      rw [app]
      simp only [Matrix.mul_apply, Matrix.star_apply, Fin.sum_univ_four, Complex.ofReal_add,
        Complex.normSq_eq_conj_mul_self, map_add, map_mul, Complex.conj_ofReal, hs]
      ring
    rw [e]
    exact Complex.zero_le_real.mpr (Finset.sum_nonneg fun k _ => Complex.normSq_nonneg _)
  have hnorm : pairState u v 1 = 1 := by
    have h03 : (1 : Matrix (Fin 4) (Fin 4) ℂ) 0 3 = 0 := Matrix.one_apply_ne (by decide)
    have h30 : (1 : Matrix (Fin 4) (Fin 4) ℂ) 3 0 = 0 := Matrix.one_apply_ne (by decide)
    rw [app]
    simp only [Matrix.one_apply_eq, h03, h30]
    linear_combination hc
  -- the number operator is diagonal in the occupation basis
  have hN : numberOp jwMode = !![0, 0, 0, 0; 0, 1, 0, 0; 0, 0, 1, 0; 0, 0, 0, 2] := by
    show (∑ i, star (jwMode i) * jwMode i : Matrix (Fin 4) (Fin 4) ℂ) = _
    ext p q
    simp only [Fin.sum_univ_two, Matrix.add_apply, Matrix.mul_apply, Matrix.star_apply,
      Fin.sum_univ_four]
    fin_cases p <;> fin_cases q <;> simp [jwMode]
    norm_num
  have hm : meanNumber (pairState u v) jwMode = 2 * (v : ℂ) ^ 2 := by
    rw [meanNumber, hN, app]
    simp
    ring
  have ht : twoRDMTrace (pairState u v) jwMode = 2 * (v : ℂ) ^ 2 := by
    have h0 : twoRDMTrace (pairState u v) jwMode
        = pairState u v (numberOp jwMode * (numberOp jwMode - 1)) :=
      twoRDMTrace_eq_expect isCAR_witness _
    rw [h0, hN, app]
    simp only [Matrix.mul_apply, Matrix.sub_apply, Fin.sum_univ_four]
    simp
    ring
  have hid := twoRDMTrace_eq_add_variance isCAR_witness (pairState u v) hnorm
  rw [ht, hm] at hid
  refine ⟨hpos, hnorm, hm, ?_, ht⟩
  linear_combination (-1 : ℂ) * hid - 4 * (v : ℂ) ^ 2 * hc

end

end TwoRDMTrace
```

```lean
#print axioms TwoRDMTrace.twoRDMTrace_eq_add_variance
#print axioms TwoRDMTrace.twoRDMTrace_main
#print axioms TwoRDMTrace.variance_eq_zero_iff_contraction
```

```
'TwoRDMTrace.twoRDMTrace_eq_add_variance' depends on axioms: [propext, Classical.choice, Quot.sound]
'TwoRDMTrace.twoRDMTrace_main' depends on axioms: [propext, Classical.choice, Quot.sound]
'TwoRDMTrace.variance_eq_zero_iff_contraction' depends on axioms: [propext, Classical.choice, Quot.sound]
```

### How the proof follows the algebra

`numberOp_mul_ann` proves the commutation rule mode by mode: the anticommutation relations reorder the operators, and `noncomm_ring` expands the products and collects terms. `twoRDM_contraction` and `twoRDMTrace_eq_expect` perform the two sums, and `twoRDMTrace_eq_add_variance` expands the square. `star_numberFluct` supplies the self-adjointness behind $\mathrm{Var}\ge0$.

`expect_mul_eq_zero` is the argument in $t$, carried out on real and imaginary parts; the two `variance_eq_zero_iff` theorems apply it. Finally, `isCAR_witness` checks two Jordan–Wigner matrices entry by entry, and `pairState_witness` computes the pair state for all real $u,v$ with $u^2+v^2=1$.

### Density matrices instead of functionals

One could also fix the Fock space of the modes and set $w(x)=\operatorname{Tr}(\rho x)$. Zero variance would then read $\hat N\rho=N\rho$, making $N$ an integer eigenvalue, but the statement would be tied to one representation.

In electronic structure, for finitely many modes, the identity distinguishes fixed-number states from those whose particle number fluctuates, such as BCS states without number projection or grand-canonical mixtures: $N$ and $\operatorname{tr}\Gamma$ together determine the number variance.
